# In an atomic shell, as many n-electron microstates have M_L = M as have M_L = −M, so M_L sums to zero

## Is the table of microstates symmetric in M_L?

Put $n$ electrons into a shell with orbital momentum $l$. The number of microstates with total orbital projection $M_L = M$ equals the number with $M_L = -M$, and so the sum of $M_L$ over all microstates is zero. I rely on this whenever I write out only half of a microstate table, but my justification has never gone beyond "by symmetry". Can the argument be made rigorous, with the Pauli principle included, and checked by machine?

## Reversing m pairs the microstates

Yes. Changing the sign of every $m$ in a microstate with $M_L = M$ gives a microstate with $M_L = -M$, and doing it again restores the original.

Let a spin orbital be a pair $(m,s)$, where $m$ is an integer with $-l \le m \le l$ and $s = \pm 1$ is twice the spin projection, in units of $\hbar$. These pairs form the shell $A$, which has $2(2l+1) = 4l+2$ elements. A microstate is a set $S \subseteq A$ of $n$ occupied spin orbitals. Its projections are

$$M_L(S) = \sum_{(m,s)\in S} m, \qquad 2M_S(S) = \sum_{(m,s)\in S} s .$$

Define $\sigma(m,s) = (-m,s)$. The range of $m$ is symmetric about zero, so $\sigma$ maps $A$ into $A$. It is its own inverse, so it never sends two spin orbitals to the same one, and $\sigma(S)$ again has $n$ elements. Moreover,

$$M_L(\sigma(S)) = \sum_{(m,s)\in S} (-m) = -M_L(S), \qquad M_S(\sigma(S)) = M_S(S).$$

Thus $S \mapsto \sigma(S)$ takes microstates with $M_L = M$ to microstates with $M_L = -M$, the same map leads back, and the two counts agree.

For the sums, let $k \ge 0$ be an integer and let $X = \sum_S M_L(S)^{2k+1}$, taken over all $n$-electron microstates. Since $\sigma$ only permutes the microstates,

$$X = \sum_S M_L(\sigma(S))^{2k+1} = \sum_S \bigl(-M_L(S)\bigr)^{2k+1} = -X ,$$

hence $2X = 0$ and $X = 0$. The case $k = 0$ is the sum of $M_L$ itself.

## Spin reversal and holes

The map $\tau(m,s) = (m,-s)$ works in the same way: it reverses $M_S$ and keeps $M_L$. Write $N_n(M,T)$ for the number of $n$-electron microstates with $M_L = M$ and $2M_S = T$. Then

$$N_n(M,T) = N_n(-M,T) = N_n(M,-T).$$

Both maps send the full shell onto itself, so $M_L(A) = -M_L(A)$ and $M_S(A) = -M_S(A)$, and both projections of the filled shell vanish. Since the sums over $S$ and over its complement add up to the sum over $A$,

$$M_L(A\setminus S) = -M_L(S), \qquad M_S(A\setminus S) = -M_S(S).$$

Now let $k$ be a second electron number, with $n + k = 4l+2$, so that $k$ is the number of holes left by $n$ electrons. Taking the complement is undone by taking it again, which gives $N_n(M,T) = N_k(-M,-T)$. Reversing both projections turns this into $N_n(M,T) = N_k(M,T)$.

## The Lean file

```lean
import Mathlib

open Finset

namespace MicrostateReversal

/-- The spin orbitals `(m, s)` of a shell with orbital momentum `l`: `m` runs from `-l` to `l`,
and `s = 1` or `s = -1` is twice the spin projection. -/
noncomputable def shell (l : ℕ) : Finset (ℤ × ℤ) := Finset.Icc (-(l : ℤ)) (l : ℤ) ×ˢ {1, -1}

/-- The microstates of `n` electrons: the `n`-element sets of occupied spin orbitals. -/
noncomputable def microstates (l n : ℕ) : Finset (Finset (ℤ × ℤ)) := (shell l).powersetCard n

/-- The total orbital projection `M_L` of a set of occupied spin orbitals. -/
def ML (S : Finset (ℤ × ℤ)) : ℤ := ∑ p ∈ S, p.1

/-- Twice the total spin projection, `2 M_S`, of a set of occupied spin orbitals. -/
def twoMS (S : Finset (ℤ × ℤ)) : ℤ := ∑ p ∈ S, p.2

/-- The number of `n`-electron microstates with `M_L = M` and `2 M_S = T`. -/
noncomputable def count (l n : ℕ) (M T : ℤ) : ℕ :=
  ((microstates l n).filter (fun S => ML S = M ∧ twoMS S = T)).card

/-- Reversal of the orbital projection of one electron, `(m, s) ↦ (-m, s)`. -/
def reverseOrbital : ℤ × ℤ ≃ ℤ × ℤ where
  toFun p := (-p.1, p.2)
  invFun p := (-p.1, p.2)
  left_inv p := Prod.ext (neg_neg p.1) rfl
  right_inv p := Prod.ext (neg_neg p.1) rfl

/-- Reversal of the spin projection of one electron, `(m, s) ↦ (m, -s)`. -/
def reverseSpin : ℤ × ℤ ≃ ℤ × ℤ where
  toFun p := (p.1, -p.2)
  invFun p := (p.1, -p.2)
  left_inv p := Prod.ext rfl (neg_neg p.2)
  right_inv p := Prod.ext rfl (neg_neg p.2)

/-- A shell with orbital momentum `l` has `4 l + 2` spin orbitals. -/
theorem card_shell (l : ℕ) : (shell l).card = 4 * l + 2 := by
  have h2 : ({1, -1} : Finset ℤ).card = 2 := by decide
  rw [shell, Finset.card_product, Int.card_Icc, h2]
  omega

lemma reverseOrbital_mem (l : ℕ) : ∀ p ∈ shell l, reverseOrbital p ∈ shell l := by
  intro p hp
  change (-p.1, p.2) ∈ shell l
  simp only [shell, Finset.mem_product, Finset.mem_Icc, Finset.mem_insert,
    Finset.mem_singleton] at hp ⊢
  omega

lemma reverseSpin_mem (l : ℕ) : ∀ p ∈ shell l, reverseSpin p ∈ shell l := by
  intro p hp
  change (p.1, -p.2) ∈ shell l
  simp only [shell, Finset.mem_product, Finset.mem_Icc, Finset.mem_insert,
    Finset.mem_singleton] at hp ⊢
  omega

/-- Reversing every orbital projection changes the sign of `M_L` and keeps `M_S`. -/
theorem projections_reverseOrbital (S : Finset (ℤ × ℤ)) :
    ML (S.map reverseOrbital.toEmbedding) = -ML S ∧
      twoMS (S.map reverseOrbital.toEmbedding) = twoMS S := by
  unfold ML twoMS
  rw [Finset.sum_map, Finset.sum_map, ← Finset.sum_neg_distrib]
  exact ⟨Finset.sum_congr rfl (fun _ _ => rfl), Finset.sum_congr rfl (fun _ _ => rfl)⟩

/-- Reversing every spin projection keeps `M_L` and changes the sign of `M_S`. -/
theorem projections_reverseSpin (S : Finset (ℤ × ℤ)) :
    ML (S.map reverseSpin.toEmbedding) = ML S ∧
      twoMS (S.map reverseSpin.toEmbedding) = -twoMS S := by
  unfold ML twoMS
  rw [Finset.sum_map, Finset.sum_map, ← Finset.sum_neg_distrib]
  exact ⟨Finset.sum_congr rfl (fun _ _ => rfl), Finset.sum_congr rfl (fun _ _ => rfl)⟩

lemma map_mem {l n : ℕ} {e : ℤ × ℤ ≃ ℤ × ℤ} (he : ∀ p ∈ shell l, e p ∈ shell l)
    {S : Finset (ℤ × ℤ)} (hS : S ∈ microstates l n) :
    S.map e.toEmbedding ∈ microstates l n := by
  have h := Finset.mem_powersetCard.1 hS
  refine Finset.mem_powersetCard.2 ⟨fun p hp => ?_, by rw [Finset.card_map]; exact h.2⟩
  obtain ⟨q, hq, rfl⟩ := Finset.mem_map.1 hp
  exact he q (h.1 hq)

lemma map_map_self {e : ℤ × ℤ ≃ ℤ × ℤ} (hinv : ∀ p, e.symm (e.symm p) = p)
    (S : Finset (ℤ × ℤ)) : (S.map e.toEmbedding).map e.toEmbedding = S := by
  ext p
  rw [Finset.mem_map_equiv, Finset.mem_map_equiv, hinv]

lemma card_filter_eq {l n : ℕ} (e : ℤ × ℤ ≃ ℤ × ℤ) (he : ∀ p ∈ shell l, e p ∈ shell l)
    (hinv : ∀ p, e.symm (e.symm p) = p) (P Q : Finset (ℤ × ℤ) → Prop)
    [DecidablePred P] [DecidablePred Q] (h : ∀ S, P S ↔ Q (S.map e.toEmbedding)) :
    ((microstates l n).filter P).card = ((microstates l n).filter Q).card := by
  refine Finset.card_bij' (fun S _ => S.map e.toEmbedding) (fun S _ => S.map e.toEmbedding)
    ?_ ?_ (fun S _ => map_map_self hinv S) (fun S _ => map_map_self hinv S)
  · intro S hS
    have hS' := Finset.mem_filter.1 hS
    exact Finset.mem_filter.2 ⟨map_mem he hS'.1, (h S).1 hS'.2⟩
  · intro S hS
    have hS' := Finset.mem_filter.1 hS
    refine Finset.mem_filter.2 ⟨map_mem he hS'.1, (h _).2 ?_⟩
    rw [map_map_self hinv]
    exact hS'.2

/-- As many `n`-electron microstates have total orbital projection `M` as have `-M`. -/
theorem card_ML_eq_card_neg (l n : ℕ) (M : ℤ) :
    ((microstates l n).filter (fun S => ML S = M)).card =
      ((microstates l n).filter (fun S => ML S = -M)).card := by
  apply card_filter_eq reverseOrbital (reverseOrbital_mem l) (fun p => Prod.ext (neg_neg _) rfl)
  intro S
  rw [(projections_reverseOrbital S).1, neg_inj]

/-- The number of microstates with given `M_L` and `M_S` is unchanged when either
projection is reversed separately. -/
theorem count_reversal (l n : ℕ) (M T : ℤ) :
    count l n M T = count l n (-M) T ∧ count l n M T = count l n M (-T) := by
  unfold count
  constructor
  · apply card_filter_eq reverseOrbital (reverseOrbital_mem l)
      (fun p => Prod.ext (neg_neg _) rfl)
    intro S
    rw [(projections_reverseOrbital S).1, (projections_reverseOrbital S).2, neg_inj]
  · apply card_filter_eq reverseSpin (reverseSpin_mem l) (fun p => Prod.ext rfl (neg_neg _))
    intro S
    rw [(projections_reverseSpin S).1, (projections_reverseSpin S).2, neg_inj]

/-- Every odd power of `M_L` sums to zero over all `n`-electron microstates. -/
theorem sum_ML_odd_pow (l n k : ℕ) : ∑ S ∈ microstates l n, ML S ^ (2 * k + 1) = 0 := by
  have hinv : ∀ p, reverseOrbital.symm (reverseOrbital.symm p) = p :=
    fun p => Prod.ext (neg_neg _) rfl
  -- re-indexing by orbital reversal turns the sum into its own negative
  have h : ∑ S ∈ microstates l n, ML S ^ (2 * k + 1) =
      ∑ S ∈ microstates l n, -(ML S ^ (2 * k + 1)) := by
    refine Finset.sum_bij' (fun S _ => S.map reverseOrbital.toEmbedding)
      (fun S _ => S.map reverseOrbital.toEmbedding)
      (fun S hS => map_mem (reverseOrbital_mem l) hS)
      (fun S hS => map_mem (reverseOrbital_mem l) hS)
      (fun S _ => map_map_self hinv S) (fun S _ => map_map_self hinv S) ?_
    intro S _
    rw [(projections_reverseOrbital S).1, Odd.neg_pow ⟨k, rfl⟩, neg_neg]
  rw [Finset.sum_neg_distrib] at h
  linarith

/-- The total orbital projection `M_L` sums to zero over all `n`-electron microstates. -/
theorem sum_ML_eq_zero (l n : ℕ) : ∑ S ∈ microstates l n, ML S = 0 := by
  simpa using sum_ML_odd_pow l n 0

/-- The filled shell has `M_L = 0` and `M_S = 0`. -/
theorem filled_shell (l : ℕ) : ML (shell l) = 0 ∧ twoMS (shell l) = 0 := by
  have key : ∀ e : ℤ × ℤ ≃ ℤ × ℤ, (∀ p ∈ shell l, e p ∈ shell l) →
      (shell l).map e.toEmbedding = shell l := by
    intro e he
    refine Finset.eq_of_subset_of_card_le (fun p hp => ?_) (by rw [Finset.card_map])
    obtain ⟨q, hq, rfl⟩ := Finset.mem_map.1 hp
    exact he q hq
  have h1 := (projections_reverseOrbital (shell l)).1
  have h2 := (projections_reverseSpin (shell l)).2
  rw [key _ (reverseOrbital_mem l)] at h1
  rw [key _ (reverseSpin_mem l)] at h2
  constructor <;> linarith

lemma holes {l n k : ℕ} (hnk : n + k = 4 * l + 2) {M T : ℤ} {S : Finset (ℤ × ℤ)}
    (hS : S ∈ (microstates l n).filter (fun S => ML S = M ∧ twoMS S = T)) :
    shell l \ S ∈ (microstates l k).filter (fun S => ML S = -M ∧ twoMS S = -T) := by
  obtain ⟨hm, hM, hT⟩ := Finset.mem_filter.1 hS
  obtain ⟨hsub, hcard⟩ := Finset.mem_powersetCard.1 hm
  have hc := Finset.card_sdiff_add_card_eq_card hsub
  rw [card_shell] at hc
  have h1 : ML (shell l \ S) + ML S = ML (shell l) := Finset.sum_sdiff hsub
  have h2 : twoMS (shell l \ S) + twoMS S = twoMS (shell l) := Finset.sum_sdiff hsub
  rw [(filled_shell l).1] at h1
  rw [(filled_shell l).2] at h2
  exact Finset.mem_filter.2 ⟨Finset.mem_powersetCard.2 ⟨Finset.sdiff_subset, by omega⟩,
    by linarith, by linarith⟩

/-- Electron-hole symmetry: if `n + k = 4 l + 2`, then `n` electrons and `k` electrons have
equally many microstates for each pair of values of `M_L` and `M_S`. -/
theorem count_electron_hole (l n k : ℕ) (hnk : n + k = 4 * l + 2) (M T : ℤ) :
    count l n M T = count l k M T := by
  -- the holes carry the opposite projections, which are then reversed back
  rw [(count_reversal l k M T).1, (count_reversal l k (-M) T).2]
  unfold count
  refine Finset.card_bij' (fun S _ => shell l \ S) (fun S _ => shell l \ S)
    (fun S hS => holes hnk hS) (fun S hS => ?_) (fun S hS => ?_) (fun S hS => ?_)
  · have h := holes (by omega : k + n = 4 * l + 2) hS
    rw [neg_neg, neg_neg] at h
    exact h
  · exact Finset.sdiff_sdiff_eq_self
      (Finset.mem_powersetCard.1 (Finset.mem_filter.1 hS).1).1
  · exact Finset.sdiff_sdiff_eq_self
      (Finset.mem_powersetCard.1 (Finset.mem_filter.1 hS).1).1

end MicrostateReversal
```

```lean
#print axioms MicrostateReversal.card_ML_eq_card_neg
#print axioms MicrostateReversal.sum_ML_eq_zero
#print axioms MicrostateReversal.count_electron_hole
```

```
'MicrostateReversal.card_ML_eq_card_neg' depends on axioms: [propext, Classical.choice, Quot.sound]
'MicrostateReversal.sum_ML_eq_zero' depends on axioms: [propext, Classical.choice, Quot.sound]
'MicrostateReversal.count_electron_hole' depends on axioms: [propext, Classical.choice, Quot.sound]
```

## What the theorems say about electrons

A spin orbital is an element of `ℤ × ℤ`, with $m$ first and $s$ second. Storing twice the spin projection keeps everything in the integers, which is why the file has `twoMS` and not $M_S$. The set $A$ is `shell l`, and `microstates l n` is the collection of its $n$-element subsets. The Pauli principle and the indistinguishability of electrons are both contained in this choice: a set holds each spin orbital at most once and has no order. The number $N_n(M,T)$ is `count l n M T`.

- `card_ML_eq_card_neg` is the equality of counts for $M$ and $-M$. It holds for all natural numbers `l` and `n` and every integer `M`. If $n > 4l+2$ there are no microstates, and both counts are zero.
- `sum_ML_odd_pow` and `sum_ML_eq_zero` state that the odd powers of $M_L$, and $M_L$ itself, sum to zero.
- `count_reversal` gives the two separate reversals for counts resolved by both projections.
- `filled_shell` states that the full shell has zero projections.
- `count_electron_hole` equates the tables for `n` and `k` electrons. Its hypothesis `hnk` says that the two numbers together fill the shell.

These are statements about counting in a single shell. A microstate stands for a Slater determinant, but the file contains no wavefunctions, angular momentum operators or energies. For finding the $LS$ terms of one open shell by counting, the symmetry means that only the part of the table with $M_L \ge 0$ and $M_S \ge 0$ has to be filled in.

## How the Lean proof follows the pairing

The maps $\sigma$ and $\tau$ are `reverseOrbital` and `reverseSpin`, each defined together with its inverse. The lemmas `reverseOrbital_mem` and `reverseSpin_mem` show that they stay inside the shell: membership is unfolded into inequalities for $m$ and the two options for $s$, which `omega` settles. The effect on the projections is in `projections_reverseOrbital` and `projections_reverseSpin`, where `Finset.sum_map` turns a sum over the image of $S$ into a sum over $S$.

Three lemmas carry the pairing from spin orbitals to microstates. `map_mem` shows that the image of a microstate is a microstate, and `map_map_self` that applying the map twice returns the original set. `card_filter_eq` combines them: if $S$ has property `P` exactly when its image has property `Q`, then equally many microstates have `P` as have `Q`. It uses `Finset.card_bij'`, which takes a map and its inverse, here the same map twice.

The main theorem applies this with `P` as $M_L = M$ and `Q` as $M_L = -M$. What remains is that $M_L(S) = M$ is equivalent to $-M_L(S) = -M$, which is `neg_inj`. `count_reversal` does the same with both projections, once for each map.

In `sum_ML_odd_pow`, `Finset.sum_bij'` re-indexes the sum by $\sigma$, and `Odd.neg_pow` takes the minus sign out of the odd power. This is the step $X = -X$, from which `linarith` concludes $X = 0$.

For the filled shell, the image of $A$ lies in $A$ and has the same number of elements, so it equals $A$. The lemma `holes` then splits the sum over $A$ with `Finset.sum_sdiff` and finds the number of holes from `card_shell`. Finally, `count_electron_hole` first reverses both projections on the `k` side and then matches microstates with their complements. The way back is `holes` with `n` and `k` exchanged.

## Where the symmetry breaks

The symmetric range of $m$ is essential to the pairing. Keep only $m = 0$ and $m = 1$, with both spins, and place one electron: two microstates have $M_L = 1$, none has $M_L = -1$, and $M_L$ sums to $2$.

The power has to be odd. For one electron with $l = 1$, four of the six microstates have $M_L = \pm 1$, so $M_L^2$ sums to $4$.

Without $n + k = 4l+2$, the electron-hole equality can fail already for $l = 0$. One electron has one microstate with $M_L = 0$ and $2M_S = 1$, while two electrons have none, because their only microstate is the filled shell with $M_S = 0$.
